# A finite Ising ferromagnet whose reduced couplings at each site sum to at most a < 1 has zero-field susceptibility at most 1/(1 − a)

Mean-field theory replaces the neighbours of a spin by their average and neglects correlated fluctuations. Its prediction that a ferromagnet is disordered at high temperature therefore rests on an approximation, which by itself does not exclude that the neglected fluctuations align the spins. A suitable bound on the exact correlations does exclude it.

For finitely many Ising spins s_i = ±1 in zero field, such a bound exists, and it does not depend on their number. Let the energy divided by k_B T be −Σ_(i<j) J_ij s_i s_j, each pair counted once, with reduced couplings J_ij = J_ji ≥ 0, and let the couplings at each site sum to at most a < 1. Then the exact correlations satisfy

Σ_k ⟨s_i s_k⟩ ≤ 1/(1 − a) for every i.

If every site has coupling sum exactly a, the right-hand side is the mean-field susceptibility, from linearising m = tanh(a m + h) in the magnetisation m and the reduced field h. The condition a < 1 then says that the temperature lies above the mean-field transition.

## Spins, weights and averages

```lean
import Mathlib

open Finset

noncomputable section

namespace IsingMeanFieldBound

variable {ι : Type*} [Fintype ι] [DecidableEq ι]
```

The type `ι` is the finite set of sites. No lattice or dimension is assumed.

```lean
/-- The value `+1` or `-1` of the Ising spin at site `i`, as a real number. -/
def spin (s : ι → ℤˣ) (i : ι) : ℝ := ((s i : ℤ) : ℝ)
```

A configuration `s : ι → ℤˣ` assigns to each site a unit of the integers, that is, +1 or −1. `spin s i` is that value as a real number.

```lean
/-- The Boltzmann weight, with the temperature absorbed in `J`. The factor `1/2` makes each pair
of distinct sites count once when `J` is symmetric. -/
def weight (J : ι → ι → ℝ) (s : ι → ℤˣ) : ℝ :=
  Real.exp ((∑ x, ∑ y, J x y * (spin s x * spin s y)) / 2)
```

This is the Boltzmann weight exp(½ Σ_x Σ_y J_xy s_x s_y). For symmetric J with zero diagonal, it equals exp(Σ_(x<y) J_xy s_x s_y).

```lean
/-- The exact thermal average of an observable `f`. -/
def average (J : ι → ι → ℝ) (f : (ι → ℤˣ) → ℝ) : ℝ :=
  (∑ s, f s * weight J s) / ∑ s, weight J s
```

The average is ⟨f⟩ = Σ_s f(s) w(s) / Σ_s w(s), where w is the weight and the sums run over all configurations.

```lean
/-- The two-spin correlation `⟨s_i s_k⟩`. -/
def corr (J : ι → ι → ℝ) (i k : ι) : ℝ := average J fun s => spin s i * spin s k
```

`corr J i k` is ⟨s_i s_k⟩.

```lean
/-- The susceptibility at site `i`: the sum of its correlations with all spins. -/
def susceptibility (J : ι → ι → ℝ) (i : ι) : ℝ := ∑ k, corr J i k
```

`susceptibility J i` is χ_i = Σ_k ⟨s_i s_k⟩, including k = i. It is the response of ⟨s_i⟩ to a uniform reduced field. Textbooks often include a factor 1/(k_B T) and average over sites; neither is done here.

```lean
/-- Ferromagnetic pair couplings whose total strength at each site is at most `a`. -/
structure Ferromagnet (J : ι → ι → ℝ) (a : ℝ) : Prop where
  symm : ∀ i j, J i j = J j i
  nonneg : ∀ i j, 0 ≤ J i j
  diag : ∀ i, J i i = 0
  row : ∀ i, ∑ j, J i j ≤ a
```

`Ferromagnet J a` bundles four conditions: J is symmetric, nonnegative and zero on the diagonal, and each row sum is at most a. Applying the result to a real magnet assumes that its couplings meet these conditions, and also that its moments can be modelled as classical two-valued spins with pair couplings, in equilibrium and in zero field.

```lean
/-- The couplings `J` with the bond between `i` and `j` removed. -/
def cutBond (J : ι → ι → ℝ) (i j x y : ι) : ℝ :=
  if (y = j ∧ x = i) ∨ (y = i ∧ x = j) then 0 else J x y
```

`cutBond J i j` is a new coupling matrix, with the entries ij and ji set to zero. A prime will denote quantities of this cut system.

## One bond at a time

```lean
omit [Fintype ι] [DecidableEq ι] in
/-- An Ising spin squares to one. -/
theorem spin_mul_self (s : ι → ℤˣ) (i : ι) : spin s i * spin s i = 1 := by
  rcases Int.units_eq_one_or (s i) with h | h <;> simp [spin, h]
```

In a Lean theorem, the statement follows the colon and the proof follows `:=`. This one says s_i² = 1, and `rcases` checks the two possible values.

```lean
omit [Fintype ι] [DecidableEq ι] in
/-- The Boltzmann factor of a single bond is linear in the product of its two spins. -/
theorem exp_bond (c : ℝ) (s : ι → ℤˣ) (i j : ι) :
    Real.exp (c * (spin s i * spin s j)) =
      Real.cosh c + Real.sinh c * (spin s i * spin s j) := by
  have key : ∀ x : ℝ, x = 1 ∨ x = -1 →
      Real.exp (c * x) = Real.cosh c + Real.sinh c * x := by
    rintro x (rfl | rfl)
    · rw [mul_one, mul_one, Real.cosh_add_sinh]
    · rw [mul_neg_one, mul_neg_one, ← sub_eq_add_neg, Real.cosh_sub_sinh]
  apply key
  rcases Int.units_eq_one_or (s i) with h | h <;>
    rcases Int.units_eq_one_or (s j) with h' | h' <;> simp [spin, h, h']
```

Since s_i s_j = ±1, for any real c

exp(c s_i s_j) = cosh c + s_i s_j sinh c.

The proof checks both signs.

```lean
/-- The partition function is positive. -/
theorem partition_pos (J : ι → ι → ℝ) : 0 < ∑ s, weight J s :=
  Finset.sum_pos (fun _ _ => Real.exp_pos _) Finset.univ_nonempty
```

The partition function is a nonempty sum of exponentials, hence positive.

```lean
/-- Griffiths' first inequality: for nonnegative couplings, every product of spins (a
multiplicative sign `χ` of the configuration) has a nonnegative weighted sum. -/
theorem griffiths_first {J : ι → ι → ℝ} (hJ : ∀ i j, 0 ≤ J i j)
    (χ : (ι → ℤˣ) →* ℤˣ) : 0 ≤ ∑ s, ((χ s : ℤ) : ℝ) * weight J s := by
  have key : ∀ (T : Finset (ι × ι)) (χ : (ι → ℤˣ) →* ℤˣ), 0 ≤ ∑ s, ((χ s : ℤ) : ℝ) *
      ∏ p ∈ T, Real.exp (J p.1 p.2 / 2 * (spin s p.1 * spin s p.2)) := by
    intro T
    induction T using Finset.induction_on with
    | empty =>
      intro χ
      simp only [Finset.prod_empty, mul_one]
      by_cases h : ∃ g, χ g = -1
      · -- a configuration of sign -1 maps the sum to its negative
        obtain ⟨g, hg⟩ := h
        have e := Equiv.sum_comp (Equiv.mulLeft g) (fun s => ((χ s : ℤ) : ℝ))
        simp only [Equiv.coe_mulLeft, map_mul, hg, Units.val_neg, Int.cast_neg, neg_mul, one_mul,
          Finset.sum_neg_distrib] at e
        linarith
      · refine Finset.sum_nonneg fun s _ => ?_
        rcases Int.units_eq_one_or (χ s) with h1 | h1
        · simp [h1]
        · exact absurd ⟨s, h1⟩ h
    | insert p T hp ih =>
      intro χ
      have h2 := ih (χ * Pi.evalMonoidHom (fun _ => ℤˣ) p.1 * Pi.evalMonoidHom (fun _ => ℤˣ) p.2)
      have hs : 0 ≤ Real.sinh (J p.1 p.2 / 2) :=
        Real.sinh_nonneg_iff.2 (by linarith [hJ p.1 p.2])
      have h := add_nonneg (mul_nonneg (Real.cosh_pos (J p.1 p.2 / 2)).le (ih χ))
        (mul_nonneg hs h2)
      rw [Finset.mul_sum, Finset.mul_sum, ← Finset.sum_add_distrib] at h
      refine h.trans_eq (Finset.sum_congr rfl fun s _ => ?_)
      rw [Finset.prod_insert hp, exp_bond]
      simp only [MonoidHom.mul_apply, Pi.evalMonoidHom_apply, Units.val_mul, Int.cast_mul, spin]
      ring
  refine (key Finset.univ χ).trans_eq (Finset.sum_congr rfl fun s _ => ?_)
  congr 1
  rw [weight, ← Real.exp_sum, Fintype.sum_prod_type]
  congr 1
  simp only [Finset.sum_div]
  exact Finset.sum_congr rfl fun x _ => Finset.sum_congr rfl fun y _ => by ring
```

This is Griffiths' first inequality for pair couplings in zero field. Here `χ` is not a susceptibility but a multiplicative sign of the configuration, such as s_i s_k.

By hand, write the weight as a product of factors exp(½ J_xy s_x s_y) and expand each by the previous identity. The coefficients cosh and sinh are nonnegative, so it suffices that Σ_s χ(s) ≥ 0 for every such sign. If some configuration g has χ(g) = −1, replacing s by gs reverses the sum, which is therefore zero. Otherwise every term is +1.

Lean adds the factors one by one, by induction on the set `T` of ordered pairs. Each new pair contributes a cosh term with the old sign and a sinh term with the sign multiplied by s_x s_y.

## Cutting a bond

```lean
/-- For symmetric couplings, the bond between two distinct sites enters the weight as a factor. -/
theorem weight_cutBond {J : ι → ι → ℝ} (hs : ∀ i j, J i j = J j i) {i j : ι} (hij : i ≠ j)
    (s : ι → ℤˣ) :
    weight J s = Real.exp (J i j * (spin s i * spin s j)) * weight (cutBond J i j) s := by
  have h : ∀ x y, J x y = cutBond J i j x y + (if y = j ∧ x = i then J i j else 0) +
      (if y = i ∧ x = j then J i j else 0) := by
    intro x y
    by_cases h1 : y = j ∧ x = i
    · rcases h1 with ⟨rfl, rfl⟩
      simp [cutBond, hij, hij.symm]
    · by_cases h2 : y = i ∧ x = j
      · rcases h2 with ⟨rfl, rfl⟩
        simp [cutBond, hij, hij.symm, hs x y]
      · simp only [cutBond, h1, h2, or_self, if_false, add_zero]
  have hsum : ∑ x, ∑ y, J x y * (spin s x * spin s y) =
      ∑ x, ∑ y, cutBond J i j x y * (spin s x * spin s y) +
        2 * (J i j * (spin s i * spin s j)) := by
    calc _ = ∑ x, ∑ y, (cutBond J i j x y + (if y = j ∧ x = i then J i j else 0) +
          (if y = i ∧ x = j then J i j else 0)) * (spin s x * spin s y) :=
          Finset.sum_congr rfl fun x _ => Finset.sum_congr rfl fun y _ => by rw [← h x y]
      _ = _ := by
          simp only [add_mul, ite_and, ite_mul, zero_mul, Finset.sum_add_distrib,
            Finset.sum_ite_eq', Finset.mem_univ, if_true]
          ring
  rw [weight, weight, ← Real.exp_add, hsum]
  congr 1
  ring
```

For i ≠ j and symmetric J, w(s) = exp(J_ij s_i s_j) w′(s). The entries ij and ji each contribute half of the exponent.

```lean
/-- Cutting a bond `ij` of a system with symmetric nonnegative couplings lowers `⟨s_i s_k⟩` by at
most `J_ij ⟨s_j s_k⟩`, the latter correlation taken in the cut system. -/
theorem corr_le_cutBond {J : ι → ι → ℝ} (hs : ∀ i j, J i j = J j i) (hJ : ∀ i j, 0 ≤ J i j)
    {i j : ι} (hij : i ≠ j) (k : ι) :
    corr J i k ≤ corr (cutBond J i j) i k + J i j * corr (cutBond J i j) j k := by
  have hc := hJ i j
  have hw := weight_cutBond hs hij
  have hJ' : ∀ x y, 0 ≤ cutBond J i j x y := by
    intro x y
    unfold cutBond
    split_ifs
    · exact le_rfl
    · exact hJ x y
  generalize cutBond J i j = J' at *
  generalize J i j = c at *
  have hpair : ∀ x y, 0 ≤ ∑ s, spin s x * spin s y * weight J' s := fun x y =>
    (griffiths_first hJ' (Pi.evalMonoidHom (fun _ => ℤˣ) x *
      Pi.evalMonoidHom (fun _ => ℤˣ) y)).trans_eq
      (Finset.sum_congr rfl fun s _ => by simp [spin])
  -- the mean value theorem gives tanh c ≤ c
  have hsinh : Real.sinh c ≤ c * Real.cosh c := by
    rcases hc.eq_or_lt with h | h
    · simp [← h]
    · obtain ⟨x, hx, he⟩ := exists_hasDerivAt_eq_slope Real.sinh Real.cosh h
        Real.continuous_sinh.continuousOn (fun x _ => Real.hasDerivAt_sinh x)
      rw [Real.sinh_zero, sub_zero, sub_zero, eq_div_iff h.ne'] at he
      have hm : Real.cosh x ≤ Real.cosh c :=
        Real.cosh_le_cosh.2 (by rw [abs_of_pos hx.1, abs_of_pos h]; exact hx.2.le)
      nlinarith
  have hN : ∑ s, spin s i * spin s k * weight J s =
      Real.cosh c * ∑ s, spin s i * spin s k * weight J' s +
        Real.sinh c * ∑ s, spin s j * spin s k * weight J' s := by
    rw [Finset.mul_sum, Finset.mul_sum, ← Finset.sum_add_distrib]
    refine Finset.sum_congr rfl fun s _ => ?_
    rw [hw, exp_bond]
    linear_combination Real.sinh c * spin s k * spin s j * weight J' s * spin_mul_self s i
  have hD : ∑ s, weight J s = Real.cosh c * ∑ s, weight J' s +
      Real.sinh c * ∑ s, spin s i * spin s j * weight J' s := by
    rw [Finset.mul_sum, Finset.mul_sum, ← Finset.sum_add_distrib]
    refine Finset.sum_congr rfl fun s _ => ?_
    rw [hw, exp_bond]
    ring
  have hZ := partition_pos J'
  have hZ' := partition_pos J
  rw [hD] at hZ'
  simp only [corr, average]
  rw [hN, hD, ← mul_div_assoc, ← add_div, div_le_div_iff₀ hZ' hZ]
  have p1 := mul_nonneg (mul_nonneg (sub_nonneg.2 hsinh) (hpair j k)) hZ.le
  have p2 := mul_nonneg (mul_nonneg (add_nonneg (hpair i k) (mul_nonneg hc (hpair j k)))
    (Real.sinh_nonneg_iff.2 hc)) (hpair i j)
  linarith
```

The claim is

⟨s_i s_k⟩ ≤ ⟨s_i s_k⟩′ + J_ij ⟨s_j s_k⟩′.

Put c = J_ij, A = ⟨s_i s_k⟩′, B = ⟨s_j s_k⟩′ and D = ⟨s_i s_j⟩′. Expanding the bond factor and using s_i² = 1 gives

⟨s_i s_k⟩ = (A cosh c + B sinh c) / (cosh c + D sinh c).

The denominator is positive, so the claim follows from

(A + cB)(cosh c + D sinh c) − (A cosh c + B sinh c)
= B (c cosh c − sinh c) + (A + cB) D sinh c ≥ 0.

Griffiths' inequality makes A, B and D nonnegative. For c > 0, the mean value theorem gives sinh c = c cosh x with 0 < x < c, hence sinh c ≤ c cosh c; at c = 0 both sides vanish.

In Lean, `hN` and `hD` are the expanded numerator and denominator, before division by the cut partition function. `p1` and `p2` are the two nonnegative terms, and `linarith` combines them.

```lean
/-- With symmetric couplings, a spin without bonds has susceptibility one. -/
theorem susceptibility_isolated {J : ι → ι → ℝ} (hs : ∀ i j, J i j = J j i) {i : ι}
    (h0 : ∀ j, J i j = 0) : susceptibility J i = 1 := by
  have h0' : ∀ j, J j i = 0 := fun j => (hs j i).trans (h0 j)
  have hself : corr J i i = 1 := by
    simp only [corr, average, spin_mul_self, one_mul]
    exact div_self (partition_pos J).ne'
  rw [susceptibility, Finset.sum_eq_single i _ (by simp), hself]
  intro k _ hk
  -- flipping the spin at i preserves the weight and reverses the correlation
  obtain ⟨g, hgi, hg⟩ : ∃ g : ι → ℤˣ, g i = -1 ∧ ∀ x, x ≠ i → g x = 1 :=
    ⟨fun x => if x = i then -1 else 1, by simp, fun x hx => by simp [hx]⟩
  have h1 : ∀ s, spin (g * s) i = -spin s i := fun s => by simp [spin, hgi]
  have h2 : ∀ s x, x ≠ i → spin (g * s) x = spin s x := fun s x hx => by simp [spin, hg x hx]
  have hw : ∀ s, weight J (g * s) = weight J s := by
    intro s
    unfold weight
    congr 2
    refine Finset.sum_congr rfl fun x _ => Finset.sum_congr rfl fun y _ => ?_
    by_cases hx : x = i
    · simp [hx, h0]
    · by_cases hy : y = i
      · simp [hy, h0']
      · rw [h2 s x hx, h2 s y hy]
  have e := Equiv.sum_comp (Equiv.mulLeft g) (fun s => spin s i * spin s k * weight J s)
  simp only [Equiv.coe_mulLeft, h1, h2 _ k hk, hw, neg_mul, Finset.sum_neg_distrib] at e
  have hz : ∑ s, spin s i * spin s k * weight J s = 0 := by linarith
  simp only [corr, average, hz, zero_div]
```

If site i has no bonds, flipping s_i alone preserves the weight but reverses s_i s_k for k ≠ i. Those correlations vanish, and ⟨s_i²⟩ = 1 remains.

## The bound at every site

```lean
/-- Mean-field bound on ordering: for a ferromagnet whose couplings at each site add up to at most
`a < 1`, the exact susceptibility at every site is at most `1 / (1 - a)`. -/
theorem susceptibility_le_meanField {J : ι → ι → ℝ} {a : ℝ} (hJ : Ferromagnet J a) (ha : a < 1)
    (i : ι) : susceptibility J i ≤ 1 / (1 - a) := by
  have hpos : 0 < 1 - a := sub_pos.2 ha
  have hb : ∀ r, r ≤ a → 1 + r / (1 - a) ≤ 1 / (1 - a) := by
    intro r hr
    rw [le_div_iff₀ hpos, add_mul, div_mul_cancel₀ _ hpos.ne']
    linarith
  -- induction on the number of nonzero couplings, with a bound that sees the row sum
  have key : ∀ (N : ℕ) (J : ι → ι → ℝ), Ferromagnet J a →
      (Finset.univ.filter fun p : ι × ι => J p.1 p.2 ≠ 0).card < N →
      ∀ i, susceptibility J i ≤ 1 + (∑ j, J i j) / (1 - a) := by
    intro N
    induction N with
    | zero => intro J _ h; exact absurd h (Nat.not_lt_zero _)
    | succ N ih =>
      intro J hJ hN i
      by_cases h0 : ∀ j, J i j = 0
      · rw [susceptibility_isolated hJ.symm h0]
        simp [h0]
      obtain ⟨j, hj⟩ := not_forall.1 h0
      have hij : i ≠ j := by
        rintro rfl
        exact hj (hJ.diag i)
      have hle : ∀ x y, cutBond J i j x y ≤ J x y := by
        intro x y
        unfold cutBond
        split_ifs
        · exact hJ.nonneg x y
        · exact le_rfl
      have hF : Ferromagnet (cutBond J i j) a := by
        refine ⟨fun x y => ?_, fun x y => ?_, fun x => ?_, fun x =>
          (Finset.sum_le_sum fun y _ => hle x y).trans (hJ.row x)⟩
        · unfold cutBond
          rw [hJ.symm x y]
          exact if_congr (by tauto) rfl rfl
        · unfold cutBond
          split_ifs
          · exact le_rfl
          · exact hJ.nonneg x y
        · simp [cutBond, hJ.diag x]
      have hsub : (Finset.univ.filter fun p : ι × ι => cutBond J i j p.1 p.2 ≠ 0) ⊆
          Finset.univ.filter fun p : ι × ι => J p.1 p.2 ≠ 0 := by
        intro p hp
        simp only [Finset.mem_filter, Finset.mem_univ, true_and] at hp ⊢
        intro h
        exact hp (by simp [cutBond, h])
      have hlt := Finset.card_lt_card ((Finset.ssubset_iff_of_subset hsub).2
        ⟨(i, j), by simp [hj], by simp [cutBond]⟩)
      have hrow : ∑ y, cutBond J i j i y = ∑ y, J i y - J i j := by
        have e : ∀ y, cutBond J i j i y = J i y - if y = j then J i j else 0 := by
          intro y
          by_cases hy : y = j <;> simp [cutBond, hij, hy]
        simp only [e, Finset.sum_sub_distrib, Finset.sum_ite_eq', Finset.mem_univ, if_true]
      have hi := ih _ hF (by omega) i
      have hj' := (ih _ hF (by omega) j).trans (hb _ (hF.row j))
      rw [hrow] at hi
      calc susceptibility J i
          ≤ susceptibility (cutBond J i j) i + J i j * susceptibility (cutBond J i j) j := by
            unfold susceptibility
            rw [Finset.mul_sum, ← Finset.sum_add_distrib]
            exact Finset.sum_le_sum fun k _ => corr_le_cutBond hJ.symm hJ.nonneg hij k
        _ ≤ (1 + (∑ y, J i y - J i j) / (1 - a)) + J i j * (1 / (1 - a)) :=
            add_le_add hi (mul_le_mul_of_nonneg_left hj' (hJ.nonneg i j))
        _ = 1 + (∑ y, J i y) / (1 - a) := by ring
  exact (key _ J hJ (Nat.lt_succ_self _) i).trans (hb _ (hJ.row i))
```

With r_i = Σ_j J_ij, the proof establishes the sharper bound

χ_i ≤ 1 + r_i/(1 − a)

by induction on the number of nonzero couplings. If site i has no bonds, χ_i = 1. Otherwise choose j with J_ij ≠ 0, cut that bond and sum the previous inequality over k:

χ_i ≤ χ_i′ + J_ij χ_j′.

The cut system still satisfies the hypotheses and has fewer nonzero couplings, so

χ_i′ ≤ 1 + (r_i − J_ij)/(1 − a),
χ_j′ ≤ 1 + a/(1 − a) = 1/(1 − a).

Inserting both, the J_ij terms cancel. Finally r_i ≤ a gives the theorem. In Lean, `key` is the sharper bound, `ih` the induction hypothesis and `hb` the step from a row sum to a; the `calc` block is the chain above.

```lean
/-- For a ferromagnet whose couplings at each site add up to at most `a < 1`, the mean square of
the total moment is at most the number of spins divided by `1 - a`. -/
theorem moment_sq_le {J : ι → ι → ℝ} {a : ℝ} (hJ : Ferromagnet J a) (ha : a < 1) :
    average J (fun s => (∑ i, spin s i) ^ 2) ≤ (Fintype.card ι : ℝ) / (1 - a) := by
  have e : average J (fun s => (∑ i, spin s i) ^ 2) = ∑ i, susceptibility J i := by
    simp only [susceptibility, corr, average, ← Finset.sum_div]
    congr 1
    simp only [sq, Finset.sum_mul_sum]
    simp only [Finset.sum_mul]
    rw [Finset.sum_comm]
    exact Finset.sum_congr rfl fun i _ => Finset.sum_comm
  rw [e]
  calc ∑ i, susceptibility J i ≤ ∑ _i : ι, 1 / (1 - a) :=
        Finset.sum_le_sum fun i _ => susceptibility_le_meanField hJ ha i
    _ = (Fintype.card ι : ℝ) / (1 - a) := by
        rw [Finset.sum_const, Finset.card_univ, nsmul_eq_mul, mul_one_div]

end IsingMeanFieldBound
```

For the total moment M = Σ_i s_i of n spins, expanding the square gives

⟨M²⟩ = Σ_i χ_i ≤ n/(1 − a).

For n ≥ 1, the mean square of the moment per spin, ⟨M²⟩/n², is thus at most 1/(n(1 − a)), which tends to zero for growing systems with a fixed a < 1. In an equilibrated Monte Carlo simulation of a finite zero-field Ising ferromagnet with a < 1, the estimate of ⟨M²⟩/n should therefore exceed 1/(1 − a) by no more than a few standard errors.

```lean
#print axioms IsingMeanFieldBound.susceptibility_le_meanField
-- 'IsingMeanFieldBound.susceptibility_le_meanField' depends on axioms: [propext, Classical.choice, Quot.sound]
#print axioms IsingMeanFieldBound.moment_sq_le
-- 'IsingMeanFieldBound.moment_sq_le' depends on axioms: [propext, Classical.choice, Quot.sound]
```
